# Below the gap threshold, an atomic-limit ground state has zero occupation response, and the response matrix cannot be inverted

One linear-response method for computing a Hubbard $U$ shifts the potential on one site at a time, records how the site occupations change, collects the derivatives in a response matrix and inverts it. The inversion requires a nonsingular matrix. For a finite list of states whose energies and occupations are fixed before the potential acts, a gap above the ground state makes every entry of that matrix zero, so the inversion step fails. This is the atomic limit, in which no hybridisation mixes states of different occupation.

## States, occupations and site potentials

Let $S$ be the set of many-body states and $I$ a finite set of sites. The state $x$ has energy $E(x)$ and puts $n_i(x)$ electrons on site $i$. A potential $a_i$ on each site changes its energy to
$$E_a(x) = E(x) + \sum_i a_i\, n_i(x).$$
A positive $a_i$ therefore repels electrons from site $i$.

Two constants enter the hypotheses. The capacity $K$ bounds every occupation, $0 \le n_i(x) \le K$; for a $d$ shell one would take $K = 10$. The gap $D$ is a lower bound on the energy needed to leave the state $x_0$, for instance by moving an electron to another site: $E(x_0) + D \le E(y)$ for every $y \ne x_0$.

```lean
import Mathlib

open Filter Topology

namespace AtomicLimitResponse

noncomputable section

variable {S I : Type*} [Fintype I]
```

In the code `S` and `I` are types, `E : S → ℝ` is the list of energies, and `n x i` is $n_i(x)$. Occupations are real numbers, so integer filling is allowed but not required. The function `perturbedEnergy` is $E_a$.

```lean
/-- Energy of the state `x` when the potential `a i` acts on the occupation of each site `i`. -/
def perturbedEnergy (E : S → ℝ) (n : S → I → ℝ) (a : I → ℝ) (x : S) : ℝ :=
  E x + ∑ i, a i * n x i
```

A unique ground state lies strictly below every other state.

```lean
/-- The state `x` has strictly lower energy than every other state. -/
def IsUniqueGround (F : S → ℝ) (x : S) : Prop :=
  ∀ y, y ≠ x → F x < F y
```

When $S$ is finite and nonempty, some state minimises $E_a$. The function `groundState` selects one such state for each potential. At a degeneracy the selection is arbitrary; where the minimiser is unique, there is only one state to select.

```lean
/-- A state of minimal energy in the presence of the site potential `a`. -/
def groundState [Finite S] [Nonempty S] (E : S → ℝ) (n : S → I → ℝ) (a : I → ℝ) : S :=
  (Finite.exists_min (perturbedEnergy E n a)).choose
```

The response matrix has entries
$$\chi_{ij} = \frac{\partial n_i}{\partial a_j},$$
where $n_i$ is evaluated in the ground state. In `IsResponse` the potential on site $j$ is changed by $t$, through `Pi.single j 1`, and the derivative is taken at $t = 0$. The predicate `HasDerivAt` says that this derivative exists and equals `χ i j`, so a zero entry is a genuine zero derivative.

```lean
/-- `χ i j` is the derivative of the ground-state occupation of site `i` with respect to
the potential on site `j`, taken at the potential `a`. -/
def IsResponse [Finite S] [Nonempty S] [DecidableEq I] (E : S → ℝ) (n : S → I → ℝ)
    (a : I → ℝ) (χ : Matrix I I ℝ) : Prop :=
  ∀ i j, HasDerivAt
    (fun t : ℝ => n (groundState E n (a + t • (Pi.single j (1 : ℝ) : I → ℝ))) i) (χ i j) 0
```

The model is at zero temperature, and the potential changes energies but never the states themselves. In operator language, the site occupations commute with the Hamiltonian and $S$ lists common eigenstates. There is no self-consistent relaxation of orbitals. The gap condition also excludes a degenerate ground multiplet whose members are listed as separate states.

## (a) The ground state survives a weak potential

**Task.** Show that $x_0$ is still the unique ground state when $K\sum_i |a_i| < D$.

**Solution.** Take any $y \ne x_0$. Both $n_i(x_0)$ and $n_i(y)$ lie in $[0,K]$, so they differ by at most $K$. Hence
$$\sum_i a_i\,[n_i(x_0) - n_i(y)] \le \sum_i |a_i|\,|n_i(x_0) - n_i(y)| \le K\sum_i |a_i|.$$
The perturbed energy difference is then
$$E_a(y) - E_a(x_0) = E(y) - E(x_0) - \sum_i a_i\,[n_i(x_0) - n_i(y)] \ge D - K\sum_i |a_i| > 0.$$

```lean
/-- If all occupations lie in `[0, K]`, a state separated from all others by a gap `D` remains the
unique ground state under every site potential with `K ∑ |a i| < D`. -/
theorem uniqueGround_of_gap {E : S → ℝ} {n : S → I → ℝ} {a : I → ℝ} {K D : ℝ} {x0 : S}
    (hn : ∀ x i, 0 ≤ n x i ∧ n x i ≤ K) (hgap : ∀ y, y ≠ x0 → E x0 + D ≤ E y)
    (ha : K * ∑ i, |a i| < D) : IsUniqueGround (perturbedEnergy E n a) x0 := by
  intro y hy
  -- the potential shifts an energy difference by at most `K ∑ |a i|`
  have h : ∑ i, a i * n x0 i - ∑ i, a i * n y i ≤ K * ∑ i, |a i| := by
    rw [← Finset.sum_sub_distrib, Finset.mul_sum]
    apply Finset.sum_le_sum
    intro i _
    have h1 : |n x0 i - n y i| ≤ K :=
      abs_le.mpr ⟨by linarith [(hn x0 i).1, (hn y i).2], by linarith [(hn x0 i).2, (hn y i).1]⟩
    calc a i * n x0 i - a i * n y i = a i * (n x0 i - n y i) := by ring
      _ ≤ |a i * (n x0 i - n y i)| := le_abs_self _
      _ = |a i| * |n x0 i - n y i| := abs_mul _ _
      _ ≤ |a i| * K := mul_le_mul_of_nonneg_left h1 (abs_nonneg _)
      _ = K * |a i| := mul_comm _ _
  have hE := hgap y hy
  unfold perturbedEnergy
  linarith
```

The hypotheses `hn`, `hgap` and `ha` are the occupation bounds, the gap and the weakness of the potential. The intermediate result `h` is the first displayed estimate, obtained site by site in the `calc` block and then summed. The last `linarith` combines it with the gap. Positivity of $D$ is not a separate hypothesis, because it follows from the others: the left side of `ha` is never negative. This part does not need $S$ to be finite.

## (b) One site

**Task.** Specialise the result to a single site with occupation $n(x)$ and potential $a$.

**Solution.** The sum has one term, so the condition becomes $|a|K < D$. Under it, for every $y \ne x_0$,
$$E(x_0) + a\,n(x_0) < E(y) + a\,n(y).$$

```lean
/-- With a single site whose occupation lies in `[0, K]`, and a gap `D` above `x0`, the state `x0`
is still the unique minimiser of `E + a n` when `|a| K < D`. -/
theorem uniqueGround_single_site {E n : S → ℝ} {a K D : ℝ} {x0 : S}
    (hn : ∀ x, 0 ≤ n x ∧ n x ≤ K) (hgap : ∀ y, y ≠ x0 → E x0 + D ≤ E y)
    (ha : |a| * K < D) : IsUniqueGround (fun x => E x + a * n x) x0 := by
  intro y hy
  have h := uniqueGround_of_gap (I := Unit) (n := fun x _ => n x) (a := fun _ => a)
    (fun x _ => hn x) hgap (by simpa [mul_comm] using ha) y hy
  simpa [perturbedEnergy] using h
```

The one-element type `Unit` plays the part of the site set. The proof applies part (a) with constant functions of the site index, and `simpa` reduces the sum to its only term.

## (c) A unique ground state is the selected one

**Task.** Show that if $x$ is the unique ground state at potential $a$, then the selection made by `groundState` returns $x$.

**Solution.** Let $g$ be the selected state. It is a minimiser, so $E_a(g) \le E_a(x)$. If $g$ were different from $x$, uniqueness would give $E_a(x) < E_a(g)$, a contradiction. Hence $g = x$.

```lean
/-- If a state is the unique ground state at the potential `a`, it is the selected one. -/
theorem groundState_eq [Finite S] [Nonempty S] {E : S → ℝ} {n : S → I → ℝ} {a : I → ℝ}
    {x : S} (h : IsUniqueGround (perturbedEnergy E n a) x) : groundState E n a = x := by
  by_contra hne
  have hmin : perturbedEnergy E n a (groundState E n a) ≤ perturbedEnergy E n a x :=
    (Finite.exists_min (perturbedEnergy E n a)).choose_spec x
  exact absurd hmin (not_le_of_gt (h _ hne))
```

The inequality `hmin` is the defining property of the selected minimiser, and `by_contra` supplies the assumption $g \ne x$. This lemma removes the arbitrary choice from every later statement made where the ground state is unique.

## (d) The response vanishes

**Task.** Under the conditions of part (a), with $S$ finite, show that $\partial n_i/\partial a_j = 0$ for all sites $i$ and $j$.

**Solution.** Change the potential on site $j$ from $a_j$ to $a_j + t$. The triangle inequality gives
$$K\sum_k |a_k + t\,\delta_{kj}| \le K\sum_k |a_k| + K|t|.$$
The first term on the right is below $D$, so the whole right side is below $D$ for all sufficiently small $|t|$. By part (a), $x_0$ is the unique ground state for each such $t$, and by part (c) it is the one selected. The ground-state occupation of site $i$ is therefore the constant $n_i(x_0)$ in a neighbourhood of $t=0$, and its derivative there is zero.

```lean
/-- Below the gap threshold the occupations have zero derivative with respect to every
site potential. -/
theorem response_zero [Finite S] [Nonempty S] [DecidableEq I] {E : S → ℝ} {n : S → I → ℝ}
    {a : I → ℝ} {K D : ℝ} {x0 : S} (hn : ∀ x i, 0 ≤ n x i ∧ n x i ≤ K)
    (hgap : ∀ y, y ≠ x0 → E x0 + D ≤ E y) (ha : K * ∑ i, |a i| < D) :
    IsResponse E n a 0 := by
  intro i j
  have hc : Continuous
      (fun t : ℝ => K * ∑ k, |(a + t • (Pi.single j (1 : ℝ) : I → ℝ)) k|) :=
    continuous_const.mul (continuous_finsetSum _ fun k _ =>
      (continuous_const.add (continuous_id.mul continuous_const)).abs)
  -- the threshold condition persists for small changes of the potential
  have hev : ∀ᶠ t : ℝ in 𝓝 0,
      K * ∑ k, |(a + t • (Pi.single j (1 : ℝ) : I → ℝ)) k| < D :=
    (isOpen_lt hc continuous_const).mem_nhds (by simpa using ha)
  refine (hasDerivAt_const (0 : ℝ) (n x0 i)).congr_of_eventuallyEq (hev.mono fun t ht => ?_)
  exact congrArg (fun x => n x i) (groundState_eq (uniqueGround_of_gap hn hgap ht))
```

The Lean proof uses continuity in place of the explicit triangle inequality. The function in `hc` is the left side above as a function of $t$, and `hev` says that it stays below $D$ near $t=0$. The occupation thus agrees near zero with a constant function, and `congr_of_eventuallyEq` transfers the constant's zero derivative to it.

The derivative is taken at the given potential $a$, which need not be zero. The response vanishes throughout the region $K\sum_i|a_i| < D$.

## (e) No response matrix can be inverted

**Task.** Let there be at least one site. Collect the results so far, and show that any matrix of occupation derivatives at $a$ is singular.

**Solution.** Part (a) gives the unique ground state and part (d) shows that the zero matrix is a response matrix. Let $\chi$ be any response matrix at the same potential. Each entry $\chi_{ij}$ is the derivative of the same function as in part (d), and a derivative has only one value, so $\chi_{ij} = 0$. If $\chi = 0$ had an inverse $B$, then $\chi B$ would be both the zero matrix and the identity, which is impossible when there is at least one site.

```lean
/-- Atomic-limit response: for occupations in `[0, K]` and `K ∑ |a i| < D` the gapped state stays
the unique ground state, the response matrix is zero, and no response matrix is invertible. -/
theorem atomic_limit_response [Finite S] [Nonempty S] [DecidableEq I] [Nonempty I]
    {E : S → ℝ} {n : S → I → ℝ} {a : I → ℝ} {K D : ℝ} {x0 : S}
    (hn : ∀ x i, 0 ≤ n x i ∧ n x i ≤ K) (hgap : ∀ y, y ≠ x0 → E x0 + D ≤ E y)
    (ha : K * ∑ i, |a i| < D) :
    IsUniqueGround (perturbedEnergy E n a) x0 ∧ IsResponse E n a 0 ∧
      ∀ χ : Matrix I I ℝ, IsResponse E n a χ → ¬ IsUnit χ := by
  have h0 := response_zero hn hgap ha
  refine ⟨uniqueGround_of_gap hn hgap ha, h0, fun χ hχ => ?_⟩
  -- derivatives are unique, so every response matrix is the zero matrix
  have hz : χ = 0 := by
    ext i j
    exact (hχ i j).unique (h0 i j)
  rw [hz]
  exact not_isUnit_zero
```

The conclusion has three clauses: uniqueness of the ground state, the zero response, and the absence of an inverse for every response matrix. `IsUnit χ` means that $\chi$ has a two-sided matrix inverse. The condition `[Nonempty I]` supplies a site; with none, the empty matrix would be its own inverse. In the proof, `hz` establishes $\chi = 0$ entry by entry from uniqueness of derivatives.

For a Hubbard $U$ obtained by inverting response matrices, this means that the exact zero-temperature response of such a gapped, unhybridised model supplies no inverse from which to compute $U$. The theorem does not apply to a calculation with hybridisation or self-consistent relaxation, where the response can be nonzero.

## (f) The threshold in a two-state model

**Task.** A single site exchanges electrons with a reservoir, whose energy is included in the energies of the states. The site is either filled with $K$ electrons at energy $0$ or empty at energy $D$. Find which state is the unique ground state at potential $a$.

**Solution.** The perturbed energies are $aK$ for the filled state and $D$ for the empty one, since the potential does not act on an empty site. The filled state is the unique ground state exactly when $aK < D$, and the empty state exactly when $D < aK$. At $aK = D$ they are degenerate.

The two states are labelled by the Boolean values `false` (filled) and `true` (empty).

```lean
/-- Energies of a two-state model: `0` for the state `false` and `D` for `true`. -/
def twoE (D : ℝ) (x : Bool) : ℝ := if x then D else 0

/-- Occupations of the single site: `K` in the state `false` and `0` in `true`. -/
def twoN (K : ℝ) (x : Bool) (_ : Unit) : ℝ := if x then 0 else K

/-- In the two-state model the state `false` is the unique ground state exactly when
`a K < D`, and the state `true` exactly when `D < a K`. -/
theorem twoState_threshold (D K a : ℝ) :
    (IsUniqueGround (perturbedEnergy (twoE D) (twoN K) (fun _ => a)) false ↔ a * K < D) ∧
    (IsUniqueGround (perturbedEnergy (twoE D) (twoN K) (fun _ => a)) true ↔ D < a * K) := by
  constructor
  · constructor
    · intro h
      simpa [perturbedEnergy, twoE, twoN] using h true (by decide)
    · intro h y hy
      cases y
      · exact absurd rfl hy
      · simpa [perturbedEnergy, twoE, twoN] using h
  · constructor
    · intro h
      simpa [perturbedEnergy, twoE, twoN] using h false (by decide)
    · intro h y hy
      cases y
      · simpa [perturbedEnergy, twoE, twoN] using h
      · exact absurd rfl hy
```

Each equivalence is proved in both directions. Forwards, the uniqueness condition is applied to the other state; backwards, the case split on `y` leaves only that state to compare. The algebra holds for all real $D$, $K$ and $a$, while the physical reading takes $D$ and $K$ positive.

With that reading, the bound in part (b) is sharp for a repulsive potential: it fails at $a = D/K$, which is where the filled state loses its uniqueness. An attractive potential only favours the filled state, however large $|a|$ becomes. The condition $|a|K < D$ is thus sufficient for survival, but for negative $a$ it is not necessary.

## (g) The occupation jump at the crossing

**Task.** For $K > 0$, show that the two-state model has no response matrix at $a = D/K$.

**Solution.** Let $f(t)$ be the ground-state occupation at potential $D/K + t$. Since
$$\left(\frac{D}{K} + t\right)K = D + tK,$$
part (f) gives $f(t) = K$ for $t<0$ and $f(t) = 0$ for $t>0$. If $f$ had a derivative at zero, it would be continuous there, and $f(0)$ would equal both its left limit $K$ and its right limit $0$. This contradicts $K>0$. The argument does not depend on which of the two degenerate states is selected at $t=0$.

```lean
/-- At the potential `D / K` the two-state model has no response matrix. -/
theorem twoState_no_response (D : ℝ) {K : ℝ} (hK : 0 < K) (χ : Matrix Unit Unit ℝ) :
    ¬ IsResponse (twoE D) (twoN K) (fun _ => D / K) χ := by
  intro h
  -- a function equal to `K` on the left and `0` on the right is not continuous
  have key : ∀ f : ℝ → ℝ, ContinuousAt f 0 → (∀ t, t < 0 → f t = K) →
      (∀ t, 0 < t → f t = 0) → False := by
    intro f hf hl hr
    have l1 : Tendsto f (𝓝[<] 0) (𝓝 K) := tendsto_const_nhds.congr'
      (eventually_nhdsWithin_of_forall fun t ht => (hl t ht).symm)
    have r1 : Tendsto f (𝓝[>] 0) (𝓝 0) := tendsto_const_nhds.congr'
      (eventually_nhdsWithin_of_forall fun t ht => (hr t ht).symm)
    have l2 := tendsto_nhds_unique (hf.tendsto.mono_left nhdsWithin_le_nhds) l1
    have r2 := tendsto_nhds_unique (hf.tendsto.mono_left nhdsWithin_le_nhds) r1
    linarith
  have e : ∀ t : ℝ, ((fun _ => D / K) + t • (Pi.single () (1 : ℝ) : Unit → ℝ))
      = fun _ => D / K + t := by
    intro t
    funext u
    cases u
    simp
  have hm : ∀ t : ℝ, (D / K + t) * K = D + t * K := by
    intro t
    rw [add_mul, div_mul_cancel₀ D hK.ne']
  refine key _ (h () ()).continuousAt (fun t ht => ?_) (fun t ht => ?_)
  · have hlt : (D / K + t) * K < D := by
      rw [hm]
      linarith [mul_neg_of_neg_of_pos ht hK]
    simp only [e]
    rw [groundState_eq ((twoState_threshold D K _).1.mpr hlt)]
    simp [twoN]
  · have hlt : D < (D / K + t) * K := by
      rw [hm]
      linarith [mul_pos ht hK]
    simp only [e]
    rw [groundState_eq ((twoState_threshold D K _).2.mpr hlt)]
    simp [twoN]

end

end AtomicLimitResponse
```

The auxiliary result `key` is the contradiction between the one-sided limits. The identities `e` and `hm` rewrite the shifted potential and its product with $K$. The last two blocks use part (f) to identify the ground state on each side of the crossing, and part (c) to replace the selected state by it.

In this model the occupation is flat on both sides of the crossing and jumps at it. The response is zero away from $a = D/K$ and undefined there, so no potential gives an invertible response matrix.

```lean
#print axioms AtomicLimitResponse.uniqueGround_single_site
#print axioms AtomicLimitResponse.atomic_limit_response
#print axioms AtomicLimitResponse.twoState_no_response
```

```
'AtomicLimitResponse.uniqueGround_single_site' depends on axioms: [propext, Classical.choice, Quot.sound]
'AtomicLimitResponse.atomic_limit_response' depends on axioms: [propext, Classical.choice, Quot.sound]
'AtomicLimitResponse.twoState_no_response' depends on axioms: [propext, Classical.choice, Quot.sound]
```
